# Zero singles and a doubles amplitude tending to −1 in a three-state model of H₂ near degeneracy

Take two states of equal energy, a reference and a doubly excited configuration, coupled by $K>0$:

$$\begin{pmatrix}0&K\\K&0\end{pmatrix}\begin{pmatrix}1\\-1\end{pmatrix}=-K\begin{pmatrix}1\\-1\end{pmatrix}.$$

The lower state mixes the two configurations equally, however small $K$ is. Now add a singly excited configuration that lies higher in energy and couples to neither. The mixing is unchanged, and the new component is zero. A diagnostic that looks only at singles amplitudes therefore reports nothing, although the reference carries just half the weight.

## The model and its ground state

Let the reference and the double differ in energy by $2D$, and let the single lie at $s>0$ above the reference. In the order reference, single, double,

$$H=\begin{pmatrix}0&0&K\\0&s&0\\K&0&2D\end{pmatrix}.$$

This is the form that the singlet block of minimal-basis H₂ takes with symmetry orbitals $\sigma_g,\sigma_u$. The zeros around $s$ express inversion symmetry: the single $\sigma_g\sigma_u$ is ungerade, the other two configurations are gerade. The coupling $K$ is the exchange integral between the two orbitals, and $s>0$ says that the open-shell singlet lies above the reference. Stretching the bond drives $D$ towards 0.

The claim is that the lowest eigenvalue is $E=D-\sqrt{D^2+K^2}$, that its eigenvector with reference component 1 is $(1,0,t)$ with $t=E/K$, and that $t\to-1$ as $D\to0^+$.

For an eigenvector $v=(v_0,v_1,v_2)$ with eigenvalue $e$, the three rows read

$$Kv_2=ev_0,\qquad sv_1=ev_1,\qquad Kv_0+2Dv_2=ev_2.$$

If $v_1\neq0$, then $e=s>0$. If $v_1=0$, then $v_0\neq0$, since otherwise the first row would give $v_2=0$ as well. Multiplying the third row by $K$ and inserting the first gives $K^2+2De=e^2$, so $e=D\pm\sqrt{D^2+K^2}$. The lower root $E$ is negative because $\sqrt{D^2+K^2}>|D|$, so it also lies below $s$ and is the lowest eigenvalue. At $e=E$ the second row forces $v_1=0$, and with $v_0=1$ the first gives $v_2=E/K=t$.

Substituting $E=Kt$ into the third row yields the coupled-cluster doubles equation

$$K+2Dt-Kt^2=0.$$

Its two roots have product $-1$, so exactly one is negative, and that one is $E/K$.

For $D\ge0$ we have $\sqrt{D^2+K^2}\le D+K$, hence $E\ge-K$ and $-1\le t<0$. For $D>0$ the doubles equation gives $2Dt=Kt^2-K>-K$, so $t$ lies above the first-order amplitude $-K/(2D)$, which diverges to $-\infty$ as $D\to0^+$. The exact amplitude is continuous in $D$ and equals $-\sqrt{K^2}/K=-1$ at $D=0$.

The normalised ground state is $(1,0,t)/\sqrt{1+t^2}$. It tends to $(1,0,-1)/\sqrt2$, with weight one half on the double.

## Two values of the gap, and the amplitude iteration

Let $K=3$ in some energy unit.

| $D$ | $E$ | $t$ | $-K/(2D)$ | weight of the double |
|---|---|---|---|---|
| $4$ | $4-5=-1$ | $-1/3$ | $-0.375$ | $1/10$ |
| $5/4$ | $5/4-13/4=-2$ | $-2/3$ | $-1.2$ | $4/13$ |

A coupled-cluster program solves for amplitudes iteratively, dividing a residual by an energy denominator. Here the simplest such update is

$$t_{\text{new}}=\frac{Kt^2-K}{2D}.$$

Started from $t=0$, its first step is the first-order amplitude. For $D=4$ it continues $-0.375,\,-0.322,\,-0.336$ towards $-1/3$. For $D=5/4$ the slope of the update at the root is $Kt/D=-1.6$, so the plain iteration is repelled from the solution. Production codes usually take denominators from orbital energies and accelerate convergence, so these numbers belong to the model.

When inspecting output for such a system, one should read the largest doubles amplitudes beside any singles-based diagnostic: in this two-electron, three-configuration model the latter is zero at every $D>0$. What it misses is the mixed character of the state, not an error of the method, since coupled cluster with singles and doubles is exact for two electrons in a given basis.

## The matrix, the energy and the amplitude in Lean

```lean
import Mathlib

open Filter Topology Matrix

namespace MinimalBasisH2Diagnostics

noncomputable section
```

The Hamiltonian is an explicit real matrix. Indices 0, 1 and 2 stand for reference, single and double, and energies are measured from the reference.

```lean
/-- The Hamiltonian of minimal-basis H2 in the basis (reference, single, double), with energies
measured from the reference: coupling `K`, singles energy `s`, doubles energy `2 * D`. -/
def hamiltonian (K s D : ℝ) : Matrix (Fin 3) (Fin 3) ℝ :=
  !![0, 0, K; 0, s, 0; K, 0, 2 * D]
```

The parameters are independent real numbers. In a molecule $K$, $s$ and $D$ all change with bond length; here the limit in $D$ is taken at fixed $K$ and $s$, and no integrals are computed.

```lean
/-- The energy `D - √(D² + K²)`, measured from the reference. -/
def groundEnergy (K D : ℝ) : ℝ := D - √(D ^ 2 + K ^ 2)

/-- The doubles amplitude `E / K` belonging to the energy `E = D - √(D² + K²)`, for `K ≠ 0`. -/
def doublesAmplitude (K D : ℝ) : ℝ := groundEnergy K D / K
```

These two definitions are formulas only. That `groundEnergy` is the lowest eigenvalue, and `doublesAmplitude` the corresponding component, is proved below.

## From the eigenvalue equation to the doubles equation

The first theorem turns `hamiltonian K s D *ᵥ v = e • v` into the three row equations. The matrix-vector product is evaluated entry by entry, and the two vectors are then compared componentwise.

```lean
/-- The eigenvalue equation written out for the reference, singles and doubles components. -/
theorem eigen_iff (K s D e : ℝ) (v : Fin 3 → ℝ) :
    hamiltonian K s D *ᵥ v = e • v ↔
      K * v 2 = e * v 0 ∧ s * v 1 = e * v 1 ∧ K * v 0 + 2 * D * v 2 = e * v 2 := by
  have hv : hamiltonian K s D *ᵥ v = ![K * v 2, s * v 1, K * v 0 + 2 * D * v 2] := by
    ext i
    fin_cases i <;> simp [hamiltonian, Matrix.mulVec, dotProduct, Fin.sum_univ_three]
  rw [hv]
  constructor
  · intro h
    exact ⟨congrFun h 0, congrFun h 1, congrFun h 2⟩
  · rintro ⟨h0, h1, h2⟩
    ext i
    fin_cases i
    exacts [h0, h1, h2]
```

The sign of $E$ follows from $D^2<D^2+K^2$, for either sign of $D$.

```lean
/-- For `K > 0` the energy `D - √(D² + K²)` lies below the reference energy. -/
theorem groundEnergy_neg {K : ℝ} (hK : 0 < K) (D : ℝ) : groundEnergy K D < 0 := by
  have h := Real.lt_sqrt_of_sq_lt
    (show D ^ 2 < D ^ 2 + K ^ 2 by linarith [pow_pos hK 2])
  unfold groundEnergy
  linarith
```

Next come $Kt=E$ and the doubles equation. The intermediate `hsec` is the secular equation $E^2=2DE+K^2$, obtained from the square of the square root. Replacing $E$ by $Kt$ and cancelling one factor of $K$ leaves the equation for $t$.

```lean
/-- For `K > 0` the energy is the coupling times the doubles amplitude, and the amplitude
solves the coupled-cluster doubles equation `K + 2 D t - K t² = 0`. -/
theorem doubles_equation {K : ℝ} (hK : 0 < K) (D : ℝ) :
    K * doublesAmplitude K D = groundEnergy K D ∧
      K + 2 * D * doublesAmplitude K D - K * doublesAmplitude K D ^ 2 = 0 := by
  have hE : K * doublesAmplitude K D = groundEnergy K D := by
    unfold doublesAmplitude
    field_simp
  -- the secular equation of the reference-doubles block
  have hsec : groundEnergy K D ^ 2 = 2 * D * groundEnergy K D + K ^ 2 := by
    have h := Real.sq_sqrt (show 0 ≤ D ^ 2 + K ^ 2 by positivity)
    unfold groundEnergy
    linear_combination h
  refine ⟨hE, ?_⟩
  rw [← hE] at hsec
  apply mul_left_cancel₀ hK.ne'
  linear_combination -hsec
```

The equivalence below says that a negative number solves the doubles equation exactly when it is $E/K$. Subtracting the equations for two roots gives a product equal to zero. Either the roots coincide, or their product is $-1$, which two negative numbers cannot have.

```lean
/-- For `K > 0` the doubles equation has exactly one negative root, the amplitude `E / K`. -/
theorem negative_root_iff {K : ℝ} (hK : 0 < K) (D t : ℝ) :
    (K + 2 * D * t - K * t ^ 2 = 0 ∧ t < 0) ↔ t = doublesAmplitude K D := by
  have hneg : doublesAmplitude K D < 0 := div_neg_of_neg_of_pos (groundEnergy_neg hK D) hK
  have hroot := (doubles_equation hK D).2
  constructor
  · rintro ⟨ht, htneg⟩
    have hprod : (t - doublesAmplitude K D) *
        (K * (t + doublesAmplitude K D) - 2 * D) = 0 := by
      linear_combination hroot - ht
    rcases mul_eq_zero.mp hprod with h | h
    · linarith
    · -- two distinct roots have product -1, so they cannot both be negative
      have h1 : K * (1 + t * doublesAmplitude K D) = 0 := by
        linear_combination ht + t * h
      have h2 : 0 < t * doublesAmplitude K D := mul_pos_of_neg_of_neg htneg hneg
      have h3 : 0 < K * (1 + t * doublesAmplitude K D) := mul_pos hK (by linarith)
      linarith
  · rintro rfl
    exact ⟨hroot, hneg⟩
```

## The eigenvector and the lowest eigenvalue

With $v_0=1$ imposed, which is intermediate normalisation, the eigenvector at $E$ is unique. In the forward direction, the second row becomes $(s-E)v_1=0$ with $s-E>0$, so the single drops out; the first row then fixes $v_2$. The converse checks the three rows, the last by means of the doubles equation.

```lean
/-- For `K, s > 0`, the eigenvectors at energy `E = D - √(D² + K²)` with reference component 1
are exactly the vector with singles component 0 and doubles component `E / K`. -/
theorem ground_state_iff {K s : ℝ} (hK : 0 < K) (hs : 0 < s) (D : ℝ) (v : Fin 3 → ℝ) :
    (hamiltonian K s D *ᵥ v = groundEnergy K D • v ∧ v 0 = 1) ↔
      v = ![1, 0, doublesAmplitude K D] := by
  obtain ⟨hE, hroot⟩ := doubles_equation hK D
  constructor
  · rintro ⟨h, h0⟩
    obtain ⟨a, b, -⟩ := (eigen_iff K s D _ v).1 h
    -- the single lies above the reference, so it cannot take part
    have h1 : v 1 = 0 := by
      have hz : (s - groundEnergy K D) * v 1 = 0 := by linear_combination b
      have hpos : 0 < s - groundEnergy K D := by linarith [groundEnergy_neg hK D]
      exact (mul_eq_zero.mp hz).resolve_left hpos.ne'
    have h2 : v 2 = doublesAmplitude K D := by
      apply mul_left_cancel₀ hK.ne'
      rw [hE, a, h0, mul_one]
    ext i
    fin_cases i
    exacts [h0, h1, h2]
  · rintro rfl
    refine ⟨(eigen_iff K s D _ _).2 ⟨?_, ?_, ?_⟩, rfl⟩
    · show K * doublesAmplitude K D = groundEnergy K D * 1
      rw [hE, mul_one]
    · show s * 0 = groundEnergy K D * 0
      ring
    · show K * 1 + 2 * D * doublesAmplitude K D = groundEnergy K D * doublesAmplitude K D
      linear_combination hroot + doublesAmplitude K D * hE
```

An eigenvalue is expressed as a real number `e` with a nonzero real vector satisfying the eigenvalue equation, and `IsLeast` says that $E$ belongs to this set and that no member is smaller. The proof supposes an eigenvalue $e<E$. Then $v_1=0$ as before, and `hdet` is the secular equation multiplied by $v_0$. If $e$ solves that equation, then $|e-D|\le\sqrt{D^2+K^2}$, which puts $e$ no lower than $E$. If instead $v_0=0$, the whole vector vanishes. Both cases are contradictions.

```lean
/-- For `K, s > 0`, the lowest eigenvalue of the Hamiltonian is `D - √(D² + K²)`. -/
theorem groundEnergy_isLeast {K s : ℝ} (hK : 0 < K) (hs : 0 < s) (D : ℝ) :
    IsLeast {e : ℝ | ∃ v : Fin 3 → ℝ, v ≠ 0 ∧ hamiltonian K s D *ᵥ v = e • v}
      (groundEnergy K D) := by
  constructor
  · refine ⟨![1, 0, doublesAmplitude K D], ?_, ((ground_state_iff hK hs D _).2 rfl).1⟩
    intro h
    exact one_ne_zero (α := ℝ) (congrFun h 0)
  · rintro e ⟨v, hv, h⟩
    obtain ⟨a, b, c⟩ := (eigen_iff K s D e v).1 h
    by_contra hlt
    have he : e < groundEnergy K D := not_le.mp hlt
    have h1 : v 1 = 0 := by
      have hz : (s - e) * v 1 = 0 := by linear_combination b
      have hpos : 0 < s - e := by linarith [groundEnergy_neg hK D]
      exact (mul_eq_zero.mp hz).resolve_left hpos.ne'
    have hdet : (K ^ 2 + 2 * D * e - e ^ 2) * v 0 = 0 := by
      linear_combination K * c + (e - 2 * D) * a
    rcases mul_eq_zero.mp hdet with hq | h0
    · -- e solves the secular equation, so it is no lower than the smaller root
      have habs := Real.abs_le_sqrt
        (show (e - D) ^ 2 ≤ D ^ 2 + K ^ 2 by nlinarith [hq])
      have hlow := (abs_le.mp habs).1
      unfold groundEnergy at he
      linarith
    · have h2 : v 2 = 0 := by
        rw [h0, mul_zero] at a
        exact (mul_eq_zero.mp a).resolve_left hK.ne'
      apply hv
      ext i
      fin_cases i
      exacts [h0, h1, h2]
```

## Bounded exact amplitude, divergent first-order amplitude

The lower bound $-1\le t$ is the inequality $\sqrt{D^2+K^2}\le D+K$ divided by $K$. This is where $D\ge0$ is needed.

```lean
/-- For `K > 0` and `D ≥ 0` the doubles amplitude `E / K` lies in the interval `[-1, 0)`. -/
theorem amplitude_bounded {K D : ℝ} (hK : 0 < K) (hD : 0 ≤ D) :
    -1 ≤ doublesAmplitude K D ∧ doublesAmplitude K D < 0 := by
  refine ⟨?_, div_neg_of_neg_of_pos (groundEnergy_neg hK D) hK⟩
  have h : √(D ^ 2 + K ^ 2) ≤ D + K :=
    Real.sqrt_le_iff.mpr ⟨by positivity, by nlinarith [mul_nonneg hD hK.le]⟩
  unfold doublesAmplitude groundEnergy
  rw [le_div_iff₀ hK]
  linarith
```

The comparison with first order uses the strict positivity of $Kt^2$ in the doubles equation. For the divergence, $-K/(2D)$ is written as a negative constant times $D^{-1}$. The filter `𝓝[>] 0` means that $D$ approaches 0 through positive values, and `atBot` means $-\infty$. The denominator $2D$ is the full diagonal energy difference of the model, not a difference of orbital energies.

```lean
/-- For `K > 0`, the first-order amplitude `-K / (2 D)` lies below the amplitude `E / K` at every
`D > 0`, and it diverges to `-∞` as `D` tends to 0 from above. -/
theorem first_order_breakdown {K : ℝ} (hK : 0 < K) :
    (∀ D : ℝ, 0 < D → -K / (2 * D) < doublesAmplitude K D) ∧
      Tendsto (fun D : ℝ => -K / (2 * D)) (𝓝[>] 0) atBot := by
  constructor
  · intro D hD
    have hne := (amplitude_bounded hK hD.le).2.ne
    have hroot := (doubles_equation hK D).2
    have hpos : 0 < K * doublesAmplitude K D ^ 2 := by positivity
    rw [div_lt_iff₀ (by positivity)]
    linarith
  · have h := (tendsto_inv_nhdsGT_zero (𝕜 := ℝ)).const_mul_atTop_of_neg
      (show -(K / 2) < 0 by linarith)
    refine h.congr fun D => ?_
    show -(K / 2) * D⁻¹ = -K / (2 * D)
    ring
```

## The limit for any family of ground states

The final theorem takes a function `v` that assigns a vector to each $D$. Its hypothesis `hv` requires that, for every $D>0$, this vector be an eigenvector at $E$ with reference component 1. No continuity in $D$ is assumed; the uniqueness theorem supplies the form $(1,0,t)$. The doubles limit then comes from the continuity of `doublesAmplitude` and its value $-1$ at $D=0$, and it carries over to `v D 2` because the two functions agree for all positive $D$.

```lean
/-- Let `K, s > 0` and choose for each `D > 0` an eigenvector of the lowest eigenvalue with
reference component 1. Its singles component is 0 at every `D > 0`, while its doubles component
tends to `-1` as `D` tends to 0 from above. -/
theorem singles_vanish_doubles_tendsto {K s : ℝ} (hK : 0 < K) (hs : 0 < s)
    (v : ℝ → Fin 3 → ℝ)
    (hv : ∀ D, 0 < D → hamiltonian K s D *ᵥ v D = groundEnergy K D • v D ∧ v D 0 = 1) :
    (∀ D, 0 < D → v D 1 = 0) ∧ Tendsto (fun D => v D 2) (𝓝[>] 0) (𝓝 (-1)) := by
  have hform : ∀ D, 0 < D → v D = ![1, 0, doublesAmplitude K D] :=
    fun D hD => (ground_state_iff hK hs D (v D)).1 (hv D hD)
  refine ⟨fun D hD => congrFun (hform D hD) 1, ?_⟩
  -- the amplitude is continuous in D and equals -1 at degeneracy
  have hcont : Continuous (fun D : ℝ => doublesAmplitude K D) := by
    unfold doublesAmplitude groundEnergy
    fun_prop
  have hzero : doublesAmplitude K 0 = -1 := by
    unfold doublesAmplitude groundEnergy
    rw [show (0 : ℝ) ^ 2 + K ^ 2 = K ^ 2 by ring, Real.sqrt_sq hK.le, zero_sub, neg_div,
      div_self hK.ne']
  have hlim : Tendsto (fun D : ℝ => doublesAmplitude K D) (𝓝[>] 0) (𝓝 (-1)) := by
    rw [← hzero]
    exact (hcont.tendsto 0).mono_left nhdsWithin_le_nhds
  refine hlim.congr' ?_
  filter_upwards [self_mem_nhdsWithin] with D hD
  exact (congrFun (hform D hD) 2).symm

end

end MinimalBasisH2Diagnostics
```

```lean
#print axioms MinimalBasisH2Diagnostics.negative_root_iff
-- 'MinimalBasisH2Diagnostics.negative_root_iff' depends on axioms: [propext, Classical.choice, Quot.sound]
#print axioms MinimalBasisH2Diagnostics.groundEnergy_isLeast
-- 'MinimalBasisH2Diagnostics.groundEnergy_isLeast' depends on axioms: [propext, Classical.choice, Quot.sound]
#print axioms MinimalBasisH2Diagnostics.first_order_breakdown
-- 'MinimalBasisH2Diagnostics.first_order_breakdown' depends on axioms: [propext, Classical.choice, Quot.sound]
#print axioms MinimalBasisH2Diagnostics.singles_vanish_doubles_tendsto
-- 'MinimalBasisH2Diagnostics.singles_vanish_doubles_tendsto' depends on axioms: [propext, Classical.choice, Quot.sound]
```
